# In finite dimension, perturbation norm over the gap from old occupied to new unoccupied energies bounds the sine of the occupied subspace's largest rotation angle

## How far can a perturbation turn the occupied space?

Let $A$ and $B$ be finite Hermitian matrices, with $\|\cdot\|$ the spectral norm for matrices and the Euclidean norm for vectors. Let $P$ and $Q$ be orthogonal projectors commuting with $A$ and $B$ respectively. I think of $P$ as projecting on occupied states of $A$, with energies at most $a$, and of $Q$ as projecting on unoccupied states of $B$, with energies at least $b>a$. Then $QP$ measures how much of the old occupied space leaks into the new unoccupied one. If $Q$ covers all unoccupied states of $B$, $\|QP\|$ is the sine of the largest angle between a nonzero old occupied vector and the new occupied space. I expect

$$\|QP\|\le\frac{\|B-A\|}{b-a}.$$

Can this be proved in full, with a proof that Lean accepts?

## A bound from the top singular vector of $QP$

Yes. Inner products below are conjugate-linear in the first argument, and $\dagger$ denotes the adjoint.

Put $X=QP$ and $s=\|X\|$. If $s=0$, the bound is immediate, so let $s>0$. By compactness, $\|Xv\|$ attains its maximum $s$ at some $v$ with $\|v\|\le1$. Since $\|X^\dagger Xv\|\le s^2$,

$$\|X^\dagger Xv-s^2v\|^2=\|X^\dagger Xv\|^2-2s^2\|Xv\|^2+s^4\|v\|^2\le s^4-2s^4+s^4=0,$$

hence $X^\dagger Xv=s^2v$.

Let $u=Pv$. A projector does not lengthen vectors, because $\|Px\|^2=\langle x,Px\rangle\le\|x\|\|Px\|$. So $\|u\|\le1$. Also $Xu=Xv$, which gives $s\le s\|u\|$, and therefore $\|u\|=1$.

Commutation gives $PAu=Au$ and $BQu=QBu=Q(B-A)u+QAu$. The $A$ term becomes an expectation value:

$$\langle Qu,QAu\rangle=\langle Xv,XAu\rangle=s^2\langle v,Au\rangle=s^2\langle v,PAu\rangle=s^2\langle u,Au\rangle.$$

Since $\|Qu\|=s$, the two energy bounds and Cauchy–Schwarz yield

$$bs^2\le\mathrm{Re}\langle Qu,BQu\rangle\le s\|B-A\|+as^2.$$

Dividing by $s$ gives $(b-a)s\le\|B-A\|$.

**What the Lean statement says.** The matrices become operators `H →L[ℂ] H` on a finite-dimensional complex inner product space, with the operator norm; `Q * P` is composition. `IsStarProjection` means idempotent and self-adjoint, and `Commute` makes each projector's range invariant. `AtMostOn A P a` and `AtLeastOn B Q b` bound the real part of the expectation value on vectors `P x` and `Q x`. For Hermitian operators that value is already real, but `subspace_rotation_bound` does not require $A$ or $B$ to be Hermitian.

The separation $a<b$ is assumed. It compares an upper edge of $A$ with a lower edge of $B$, so a gap in $A$ alone does not supply it. For matrices given in a non-orthogonal basis, the spectral-norm form of the bound applies after a change to an orthonormal basis.

This is the Davis–Kahan sine bound for one spectral arrangement, one part wholly below the other, and for the operator norm only. For finite one-particle Hamiltonians in linear-scaling calculations, it limits how much of the old occupied space leaks into the new unoccupied one when small matrix elements are discarded, provided that suitable $a<b$ are known.

```lean
import Mathlib

namespace OccupiedSubspaceRotation

noncomputable section

variable {H : Type*} [NormedAddCommGroup H] [InnerProductSpace ℂ H]

/-- On the range of `P`, the real part of the expectation value of `A` is at most `a` times
the squared norm. -/
def AtMostOn (A P : H →L[ℂ] H) (a : ℝ) : Prop :=
  ∀ x, (inner ℂ (P x) (A (P x))).re ≤ a * ‖P x‖ ^ 2

/-- On the range of `Q`, the real part of the expectation value of `B` is at least `b` times
the squared norm. -/
def AtLeastOn (B Q : H →L[ℂ] H) (b : ℝ) : Prop :=
  ∀ x, b * ‖Q x‖ ^ 2 ≤ (inner ℂ (Q x) (B (Q x))).re

/-- The operator `a P + b (1 - P)`. When `P` is an orthogonal projector, this is the flat-band
Hamiltonian with energy `a` on the range of `P` and `b` on its orthogonal complement. -/
def flatHam (P : H →L[ℂ] H) (a b : ℝ) : H →L[ℂ] H := (a : ℂ) • P + (b : ℂ) • (1 - P)

variable [CompleteSpace H]

/-- An orthogonal projector does not lengthen any vector. -/
theorem projector_contracts {P : H →L[ℂ] H} (hP : IsStarProjection P) (x : H) :
    ‖P x‖ ≤ ‖x‖ := by
  have hPP : P (P x) = P x := DFunLike.congr_fun hP.isIdempotentElem.eq x
  have hs : inner ℂ (P x) (P x) = inner ℂ x (P (P x)) := hP.isSelfAdjoint.isSymmetric x _
  have hn : (inner ℂ (P x) (P x)).re = ‖P x‖ ^ 2 := inner_self_eq_norm_sq (𝕜 := ℂ) _
  have cs := (Complex.re_le_norm _).trans (norm_inner_le_norm (𝕜 := ℂ) x (P x))
  rw [hs, hPP] at hn
  rw [hn] at cs
  rcases (norm_nonneg (P x)).eq_or_lt with h | h
  · rw [← h]
    exact norm_nonneg x
  · exact le_of_mul_le_mul_right (by linarith [sq ‖P x‖]) h

/-- In finite dimension every operator `X` attains its norm at some `v` in the unit ball, and
`X†X v = ‖X‖² v`. -/
theorem exists_top_singular_vector [FiniteDimensional ℂ H] (X : H →L[ℂ] H) :
    ∃ v, ‖v‖ ≤ 1 ∧ ‖X v‖ = ‖X‖ ∧ star X (X v) = ((‖X‖ ^ 2 : ℝ) : ℂ) • v := by
  have := FiniteDimensional.proper ℂ H
  obtain ⟨v, hv, hmax⟩ := (isCompact_closedBall (0 : H) 1).exists_isMaxOn
    ⟨0, by simp⟩ X.continuous.norm.continuousOn
  have hv1 : ‖v‖ ≤ 1 := mem_closedBall_zero_iff.1 hv
  have hX : ‖X v‖ = ‖X‖ := by
    refine le_antisymm ((X.le_opNorm v).trans (mul_le_of_le_one_right (norm_nonneg _) hv1))
      (X.opNorm_le_bound (norm_nonneg _) fun x => ?_)
    rcases (norm_nonneg x).eq_or_lt with h | h
    · rw [norm_eq_zero.1 h.symm]
      simp
    · have hn : ‖((‖x‖⁻¹ : ℝ) : ℂ) • x‖ = 1 := by
        rw [norm_smul, Complex.norm_real, norm_inv, norm_norm, inv_mul_cancel₀ h.ne']
      have hx : ‖X (((‖x‖⁻¹ : ℝ) : ℂ) • x)‖ ≤ ‖X v‖ :=
        isMaxOn_iff.1 hmax _ (mem_closedBall_zero_iff.2 hn.le)
      rw [map_smul, norm_smul, Complex.norm_real, norm_inv, norm_norm,
        inv_mul_le_iff₀ h] at hx
      linarith
  refine ⟨v, hv1, hX, ?_⟩
  -- the squared norm of `X†X v - ‖X‖² v` is not positive
  have hw := (star X).le_opNorm (X v)
  rw [norm_star, hX, ← sq] at hw
  have hin : inner ℂ (star X (X v)) v = inner ℂ (X v) (X v) :=
    ContinuousLinearMap.adjoint_inner_left X v (X v)
  have hn : (inner ℂ (X v) (X v)).re = ‖X v‖ ^ 2 := inner_self_eq_norm_sq (𝕜 := ℂ) _
  have e : ‖star X (X v) - ((‖X‖ ^ 2 : ℝ) : ℂ) • v‖ ^ 2 = ‖star X (X v)‖ ^ 2
      - 2 * (inner ℂ (star X (X v)) (((‖X‖ ^ 2 : ℝ) : ℂ) • v)).re
      + ‖((‖X‖ ^ 2 : ℝ) : ℂ) • v‖ ^ 2 := norm_sub_sq (𝕜 := ℂ) _ _
  rw [inner_smul_right, Complex.re_ofReal_mul, hin, hn, hX, norm_smul, Complex.norm_real,
    Real.norm_of_nonneg (sq_nonneg _)] at e
  have h1 := pow_le_pow_left₀ (norm_nonneg _) hw 2
  have h2 := pow_le_pow_left₀ (by positivity)
    (mul_le_of_le_one_right (sq_nonneg ‖X‖) hv1) 2
  exact sub_eq_zero.1 (norm_eq_zero.1 (pow_eq_zero_iff two_ne_zero |>.1
    (le_antisymm (by linarith) (sq_nonneg _))))

/-- Subspace rotation bound: in finite dimension let `A` be at most `a` on the range of a commuting
orthogonal projector `P`, and `B` at least `b > a` on the range of a commuting orthogonal
projector `Q`. Then the operator norm of `QP` is at most that of `B - A` divided by `b - a`. -/
theorem subspace_rotation_bound [FiniteDimensional ℂ H] {A B P Q : H →L[ℂ] H} {a b : ℝ}
    (hP : IsStarProjection P) (hQ : IsStarProjection Q) (hAP : Commute A P)
    (hBQ : Commute B Q) (ha : AtMostOn A P a) (hb : AtLeastOn B Q b) (hab : a < b) :
    ‖Q * P‖ ≤ ‖B - A‖ / (b - a) := by
  obtain ⟨v, hv, hs, he⟩ := exists_top_singular_vector (Q * P)
  rcases (norm_nonneg (Q * P)).eq_or_lt with h0 | h0
  · rw [← h0]
    exact div_nonneg (norm_nonneg _) (sub_pos.2 hab).le
  have hs' : ‖Q (P v)‖ = ‖Q * P‖ := hs
  have hPP : P (P v) = P v := DFunLike.congr_fun hP.isIdempotentElem.eq v
  have hPA : P (A (P v)) = A (P v) := by
    have h : A (P (P v)) = P (A (P v)) := DFunLike.congr_fun hAP.eq (P v)
    rw [← h, hPP]
  have hQB : B (Q (P v)) = Q (B (P v)) := DFunLike.congr_fun hBQ.eq (P v)
  -- the top singular vector is normalised within the range of `P`
  have n1 : ‖P v‖ = 1 := by
    refine le_antisymm ((projector_contracts hP v).trans hv) ?_
    have h : ‖Q (P (P v))‖ ≤ ‖Q * P‖ * ‖P v‖ := (Q * P).le_opNorm (P v)
    rw [hPP, hs'] at h
    exact le_of_mul_le_mul_left (by linarith) h0
  -- its singular-value equation turns the `A` term into an expectation value
  have hx : inner ℂ (Q (P v)) (Q (P (A (P v))))
      = inner ℂ (star (Q * P) ((Q * P) v)) (A (P v)) :=
    (ContinuousLinearMap.adjoint_inner_left (Q * P) (A (P v)) ((Q * P) v)).symm
  have hvP : inner ℂ (P v) (A (P v)) = inner ℂ v (P (A (P v))) :=
    hP.isSelfAdjoint.isSymmetric v _
  rw [hPA] at hx hvP
  rw [he, inner_smul_left, Complex.conj_ofReal, ← hvP] at hx
  have d : B (Q (P v)) = Q ((B - A) (P v)) + Q (A (P v)) := by
    rw [hQB, ← map_add]
    change Q (B (P v)) = Q (B (P v) - A (P v) + A (P v))
    rw [sub_add_cancel]
  have low := hb (P v)
  rw [d, inner_add_right, Complex.add_re, hx, Complex.re_ofReal_mul, hs'] at low
  have up := ha v
  rw [n1] at up
  have cs := (Complex.re_le_norm _).trans
    (norm_inner_le_norm (𝕜 := ℂ) (Q (P v)) (Q ((B - A) (P v))))
  have n2 := (projector_contracts hQ _).trans ((B - A).le_opNorm (P v))
  rw [n1, mul_one] at n2
  rw [hs'] at cs
  rw [le_div_iff₀ (sub_pos.2 hab)]
  refine le_of_mul_le_mul_left ?_ h0
  have m1 := mul_le_mul_of_nonneg_left up (sq_nonneg ‖Q * P‖)
  have m2 := mul_le_mul_of_nonneg_left n2 h0.le
  linarith

/-- Under the hypotheses of the rotation bound, if `B - A` has norm below `b - a`, then only the
zero vector lies both in the range of `P` and in the range of `Q`. -/
theorem no_common_state [FiniteDimensional ℂ H] {A B P Q : H →L[ℂ] H} {a b : ℝ}
    (hP : IsStarProjection P) (hQ : IsStarProjection Q) (hAP : Commute A P)
    (hBQ : Commute B Q) (ha : AtMostOn A P a) (hb : AtLeastOn B Q b)
    (hsmall : ‖B - A‖ < b - a) {x : H} (hPx : P x = x) (hQx : Q x = x) : x = 0 := by
  have hab : 0 < b - a := (norm_nonneg _).trans_lt hsmall
  have h1 := (subspace_rotation_bound hP hQ hAP hBQ ha hb (sub_pos.1 hab)).trans_lt
    ((div_lt_one hab).2 hsmall)
  have h2 : ‖Q (P x)‖ ≤ ‖Q * P‖ * ‖x‖ := (Q * P).le_opNorm x
  rw [hPx, hQx] at h2
  by_contra hx
  nlinarith [norm_pos_iff.2 hx]

/-- The flat-band Hamiltonian of an orthogonal projector `P` is self-adjoint, commutes with `P` and
`1 - P`, is at most `a` on the range of `P` and at least `b` on that of `1 - P`. -/
theorem flatHam_witness {P : H →L[ℂ] H} (hP : IsStarProjection P) (a b : ℝ) :
    IsSelfAdjoint (flatHam P a b) ∧ Commute (flatHam P a b) P ∧
      Commute (flatHam P a b) (1 - P) ∧ AtMostOn (flatHam P a b) P a ∧
      AtLeastOn (flatHam P a b) (1 - P) b := by
  have r : ∀ t : ℝ, IsSelfAdjoint (t : ℂ) := fun t => Complex.conj_ofReal t
  have hPP : ∀ x, P (P x) = P x := fun x => DFunLike.congr_fun hP.isIdempotentElem.eq x
  have hn : ∀ y : H, (inner ℂ y y).re = ‖y‖ ^ 2 := fun y => inner_self_eq_norm_sq (𝕜 := ℂ) y
  have hc : Commute (flatHam P a b) P := by
    unfold flatHam
    exact ((Commute.refl P).smul_left _).add_left
      (((Commute.one_left P).sub_left (Commute.refl P)).smul_left _)
  refine ⟨?_, hc, (Commute.one_right _).sub_right hc, fun x => ?_, fun x => ?_⟩
  · unfold flatHam
    exact ((r a).smul hP.isSelfAdjoint).add ((r b).smul hP.one_sub.isSelfAdjoint)
  · have e : flatHam P a b (P x) = (a : ℂ) • P x := by
      change (a : ℂ) • P (P x) + (b : ℂ) • (P x - P (P x)) = _
      rw [hPP, sub_self, smul_zero, add_zero]
    rw [e, inner_smul_right, Complex.re_ofReal_mul, hn]
  · have e : flatHam P a b ((1 - P) x) = (b : ℂ) • (1 - P) x := by
      change (a : ℂ) • P (x - P x) + (b : ℂ) • (x - P x - P (x - P x)) = (b : ℂ) • (x - P x)
      rw [map_sub, hPP, sub_self, smul_zero, zero_add, sub_zero]
    rw [e, inner_smul_right, Complex.re_ofReal_mul, hn]

end

end OccupiedSubspaceRotation
```

```lean
#print axioms OccupiedSubspaceRotation.subspace_rotation_bound
#print axioms OccupiedSubspaceRotation.no_common_state
```

```
'OccupiedSubspaceRotation.subspace_rotation_bound' depends on axioms: [propext, Classical.choice, Quot.sound]
'OccupiedSubspaceRotation.no_common_state' depends on axioms: [propext, Classical.choice, Quot.sound]
```

**How the code is organised.** `projector_contracts` is the Cauchy–Schwarz estimate for $P$, and `exists_top_singular_vector` supplies $v$ and its singular-value equation. In `subspace_rotation_bound`, `P v` is $u$: `n1` proves $\|u\|=1$, `hx` converts the $A$ term, and `d` splits $BQu$. The inequalities `low`, `up`, `cs` and `n2` are the energy bounds and norm estimates; `linarith` combines them into the desired inequality multiplied by $s$, and `le_of_mul_le_mul_left` cancels that factor.

`no_common_state` adds that if $\|B-A\|<b-a$, no nonzero state lies in both ranges: such an $x$ would satisfy $\|x\|=\|QPx\|<\|x\|$. `flatHam_witness` shows that $aP+b(1-P)$ meets the conditions on both sides, with $P$ below and $1-P$ above.

**Two consequences argued in prose only.** Because $u=Pu$, the same argument gives the sharper bound $\|QP\|\le\|Q(B-A)P\|/(b-a)$: for given $a$ and $b$, only the block of the perturbation between the old occupied and the new unoccupied states enters. In general this is not the block $(1-P)(B-A)P$ between the occupied and unoccupied states of $A$.

For a two-level example, let $P$ and $R$ project on real unit vectors in $\mathbb C^2$ at angle $\theta$. Take $A=aP+b(1-P)$, $B=aR+b(1-R)$ and $Q=1-R$. Then $B-A=(b-a)(P-R)$, and both sides of the original bound equal $|\sin\theta|$, so its constant is optimal.
